# For an odd drive d, the linear Boltzmann equation with rates fixed by an even energy has exactly one odd solution, τd

The relaxation time \(\tau(k)\) is defined here as the reciprocal of the total rate of scattering out of the state \(k\). The in-scattering term stays in the Boltzmann equation, and nothing in the definition of \(\tau\) says that this term may be ignored. That \(\tau d\) solves the full equation is therefore a statement to be proved. It is proved here for an odd drive \(d\), an even energy, rates that depend only on the initial and final energies, and nonzero out-rates; the scattering may be inelastic.

The states form a finite set \(K\), for instance a k-mesh. At the start `K` is a bare type; finiteness and the inversion \(k \mapsto -k\) are added where they are first needed.

```lean
import Mathlib

open Finset

namespace InelasticRelaxationTime

noncomputable section

variable {K : Type*}
```

## Rates, collision term and relaxation time

Let \(E(k)\) be the energy of state \(k\), and let the rate of scattering from \(k\) to \(q\) be

\[ W(k,q) = w(E(k),E(q)). \]

The first argument is the initial state. The function \(w\) may connect different energies, as in absorption or emission of an optical phonon. That it sees only the energies stands for a coupling that does not depend on the momentum transfer, as in the simplest deformation-potential models of optical and intervalley scattering. It carries no valley label, so couplings that differ between pairs of valleys are not described by it.

```lean
/-- Scattering rate from state `k` to state `q` that depends only on the initial and
final energies. -/
def rate (w : ℝ → ℝ → ℝ) (E : K → ℝ) (k q : K) : ℝ := w (E k) (E q)
```

The total out-scattering rate is

\[ R(k) = \sum_q W(k,q). \]

The sum includes \(q = k\). This term cancels in the collision operator defined below, but it counts in \(R(k)\) and so in the relaxation time. `outRate` accepts an arbitrary rate table `W`, because some of the results below do not need the energy form.

```lean
variable [Fintype K]

/-- Total rate of scattering out of the state `k`. -/
def outRate (W : K → K → ℝ) (k : K) : ℝ := ∑ q, W k q
```

Let \(g(k)\) be the deviation of the occupation from equilibrium, at a carrier density low enough for Pauli blocking to be negligible. The flow into \(k\) from all states is

\[ S_g(k) = \sum_q W(q,k)\,g(q), \]

with the arguments of \(W\) in the opposite order.

```lean
/-- In-scattering term: the flow into `k` from all states `q`, weighted by `g q`. -/
def inScattering (W : K → K → ℝ) (g : K → ℝ) (k : K) : ℝ := ∑ q, W q k * g q
```

The collision operator is out-scattering minus in-scattering,

\[ (Cg)(k) = R(k)\,g(k) - S_g(k), \]

and the steady-state linear Boltzmann equation reads \(Cg = d\). For a uniform static force \(F\), the drive is \(d(k) = -F\cdot v(k)\,f_0'(E(k))\), with \(v\) the band velocity and \(f_0\) the equilibrium distribution. It is odd when \(E\) is even. The Lean statements take any odd `d`. The equation has no magnetic-field term and no term for a variation of \(g\) in space or time.

```lean
/-- Linear collision operator: out-scattering minus in-scattering. -/
def collision (W : K → K → ℝ) (g : K → ℝ) (k : K) : ℝ :=
  outRate W k * g k - inScattering W g k
```

The relaxation time is \(\tau(k) = 1/R(k)\), which is used only where \(R(k) \neq 0\).

```lean
/-- Relaxation time of the state `k`, the reciprocal of its total out-scattering rate;
meant for states whose out-scattering rate is nonzero. -/
def relaxationTime (W : K → K → ℝ) (k : K) : ℝ := 1 / outRate W k
```

## Equilibrium can be added to any solution

Suppose a weight \(m\) obeys detailed balance, \(m(k)W(k,q) = m(q)W(q,k)\). Summing over \(q\) gives

\[ R(k)\,m(k) = \sum_q W(q,k)\,m(q) = S_m(k), \]

so \(Cm = 0\). Since \(C\) is linear, \(Cg = d\) implies \(C(g + c\,m) = d\) for every real \(c\). If \(m\) is not identically zero, the equation alone does not fix \(g\). Physically, the number of carriers has been left open. Uniqueness then needs a further condition on \(g\); the one used here is that \(g\) be odd.

In the proof, `h` is the balance \(R\,m = S_m\), `h2` is the linearity of the in-scattering term, and the last line combines them.

```lean
/-- If the weight `m` obeys detailed balance, then adding any multiple of `m` to a solution of the
linear Boltzmann equation again gives a solution with the same drive. -/
theorem solution_add_equilibrium {W : K → K → ℝ} {m g d : K → ℝ}
    (hm : ∀ k q, m k * W k q = m q * W q k)
    (hg : ∀ k, collision W g k = d k) (c : ℝ) (k : K) :
    collision W (fun q => g q + c * m q) k = d k := by
  -- detailed balance: out-scattering and in-scattering of `m` cancel
  have h : outRate W k * m k = inScattering W m k := by
    unfold outRate inScattering
    rw [Finset.sum_mul]
    refine Finset.sum_congr rfl fun q _ => ?_
    linear_combination hm k q
  have h2 : inScattering W (fun q => g q + c * m q) k
      = inScattering W g k + c * inScattering W m k := by
    unfold inScattering
    rw [Finset.mul_sum, ← Finset.sum_add_distrib]
    refine Finset.sum_congr rfl fun q _ => ?_
    ring
  rw [← hg k]
  simp only [collision, h2]
  linear_combination c * h
```

## In-scattering of an odd distribution

From here on, `InvolutiveNeg K` supplies the inversion, with \(-(-k) = k\). States with \(-k = k\) are allowed, and an odd function vanishes there.

Let \(f\) be odd. Relabelling \(k \to -k\) leaves a sum over all states unchanged, so

\[ \sum_k f(k) = \sum_k f(-k) = -\sum_k f(k), \]

and the sum is zero. The two equalities are `h1` and `h2`.

```lean
variable [InvolutiveNeg K]

/-- The sum of an odd function over all states vanishes. -/
theorem sum_odd_eq_zero {f : K → ℝ} (hf : Function.Odd f) : ∑ k, f k = 0 := by
  have h1 : ∑ k, f (-k) = ∑ k, f k := Equiv.sum_comp (Equiv.neg K) f
  have h2 : ∑ k, f (-k) = -∑ k, f k := by
    rw [← Finset.sum_neg_distrib]
    exact Finset.sum_congr rfl fun k _ => hf k
  linarith
```

For arbitrary rates, the in-scattering term vanishes for all odd \(g\) exactly when

\[ W(-q,k) = W(q,k) \quad\text{for all } q, k. \]

If this condition holds, then \(q \mapsto W(q,k)\,g(q)\) is an even function times an odd one, and its sum vanishes by the previous step.

For the other direction, take \(g = \delta_q - \delta_{-q}\), one extra particle at \(q\) and one missing at \(-q\). This \(g\) is odd, and its in-scattering term at \(k\) is \(W(q,k) - W(-q,k)\), which must therefore be zero. If \(q = -q\), the test function is zero and the condition is trivially true. In the code, `hodd` checks the oddness and `simp` evaluates the sum over the two deltas.

```lean
/-- For arbitrary rates, the in-scattering term vanishes for every odd distribution exactly
when the states `q` and `-q` scatter into each final state at equal rates. -/
theorem inScattering_odd_eq_zero_iff (W : K → K → ℝ) :
    (∀ g : K → ℝ, Function.Odd g → ∀ k, inScattering W g k = 0) ↔
      ∀ q k, W (-q) k = W q k := by
  classical
  constructor
  · intro h q k
    -- test with one particle at `q` and one hole at `-q`
    have hodd : Function.Odd (fun p : K =>
        (if p = q then (1 : ℝ) else 0) - (if p = -q then (1 : ℝ) else 0)) := by
      intro p
      simp only [neg_eq_iff_eq_neg, neg_neg]
      ring
    have h1 := h _ hodd k
    simp [inScattering, mul_sub, Finset.sum_sub_distrib] at h1
    linarith
  · intro h g hg k
    apply sum_odd_eq_zero
    intro q
    show W (-q) k * g (-q) = -(W q k * g q)
    rw [h q k, hg q]
    ring
```

Now let the energy be even, \(E(-k) = E(k)\), as inversion or time-reversal symmetry gives for a spinless band. Then

\[ W(-q,k) = w(E(-q),E(k)) = w(E(q),E(k)) = W(q,k), \]

so the condition is met and \(S_g = 0\) for every odd \(g\). Nowhere was \(E(q) = E(k)\) required. What matters is that a final state is fed equally from \(q\) and \(-q\), whatever energy is exchanged on the way.

```lean
/-- For an even energy and rates that depend only on the two energies, the in-scattering
term of every odd distribution vanishes. -/
theorem inScattering_eq_zero {w : ℝ → ℝ → ℝ} {E g : K → ℝ}
    (hE : Function.Even E) (hg : Function.Odd g) (k : K) :
    inScattering (rate w E) g k = 0 := by
  refine (inScattering_odd_eq_zero_iff (rate w E)).2 (fun q p => ?_) g hg k
  simp only [rate, hE q]
```

## The odd solution

Assume that \(E\) and \(d\) have the stated parities and that \(R(k) \neq 0\) for every \(k\). If \(g\) is odd and \(Cg = d\), the in-scattering term drops out and

\[ R(k)\,g(k) = d(k), \qquad g(k) = \tau(k)\,d(k). \]

Conversely, put \(g = \tau d\). Because \(R(-k) = \sum_q w(E(-k),E(q)) = R(k)\), the relaxation time is even and \(\tau d\) is odd. Its in-scattering term vanishes, and \(Cg = R\,\tau\,d = d\).

The theorem states both directions as one equivalence: `g` is odd and satisfies the equation at every `k` if and only if `g` is the function \(k \mapsto \tau(k)\,d(k)\). The two bullets of the proof are the two paragraphs of algebra above. The hypothesis `hR` asks only for nonzero out-rates; for physical rates, which are non-negative, this means that for every \(k\) at least one rate \(W(k,q)\), with \(q = k\) allowed, is positive. Non-negativity itself is never used.

```lean
/-- Let the energy be even, the rates depend only on the two energies, every out-scattering
rate be nonzero and the drive `d` be odd. Then the relaxation time multiplied by `d` is the
one and only odd solution of the linear Boltzmann equation. -/
theorem odd_solution_iff {w : ℝ → ℝ → ℝ} {E d : K → ℝ}
    (hE : Function.Even E) (hR : ∀ k, outRate (rate w E) k ≠ 0)
    (hd : Function.Odd d) (g : K → ℝ) :
    (Function.Odd g ∧ ∀ k, collision (rate w E) g k = d k) ↔
      g = fun k => relaxationTime (rate w E) k * d k := by
  constructor
  · rintro ⟨hg, hs⟩
    funext k
    -- only the out-scattering term survives
    have h := hs k
    rw [collision, inScattering_eq_zero hE hg k, sub_zero] at h
    have hk := hR k
    rw [← h, relaxationTime]
    field_simp
  · rintro rfl
    have hodd : Function.Odd (fun k => relaxationTime (rate w E) k * d k) := by
      intro k
      have hout : outRate (rate w E) (-k) = outRate (rate w E) k := by
        simp only [outRate, rate, hE k]
      simp only [relaxationTime, hout, hd k]
      ring
    refine ⟨hodd, fun k => ?_⟩
    have hk := hR k
    rw [collision, inScattering_eq_zero hE hodd k, sub_zero]
    simp only [relaxationTime]
    field_simp
```

Self-energy relaxation-time calculations of carrier mobility leave out the in-scattering term; for independent carriers on a finite k-set with an even energy and energy-only rates, this omission causes no error in the odd response, provided that the out-rate keeps its \(q = k\) term.

The restriction on the rates matters. Take four states of equal energy, \(\pm 1\) and \(\pm 2\), and let each scatter only into the two states of opposite sign, at rate \(r > 0\) into each. Then \(W(2,1) = 0\) but \(W(-2,1) = r\), although the energies are the same, so the rates are not functions of energy alone. Let the drive be \(d_0\) at \(1\) and \(2\), and \(-d_0\) at \(-1\) and \(-2\). The odd solution has the same form, with \(g_0\) in place of \(d_0\), and

\[ (Cg)(1) = 2r g_0 - 2r(-g_0) = 4 r g_0, \qquad g_0 = \frac{d_0}{4r}. \]

The out-rate is \(2r\), so \(\tau d\) would give \(d_0/(2r)\) at \(1\) and \(2\), twice the true response. Backscattering reverses the velocity and relaxes the current faster than the out-rate suggests.

## Solutions that are not odd

Let \(g\) be any solution, under the same conditions on \(E\), \(w\) and \(d\). The in-scattering term \(S_g(k) = \sum_q w(E(q),E(k))\,g(q)\) depends on \(k\) only through \(E(k)\), so it is even even though \(g\) need not have a parity. The equations at \(k\) and \(-k\) are

\[ R(k)\,g(k) - S_g(k) = d(k), \qquad R(k)\,g(-k) - S_g(k) = -d(k). \]

Half their difference is \(R(k)\,[g(k) - g(-k)]/2 = d(k)\), and hence

\[ \frac{g(k) - g(-k)}{2} = \tau(k)\,d(k). \]

The facts `hin` and `hout` are the evenness of \(S_g\) and \(R\), and `key` is the half-difference.

```lean
/-- Under the same conditions on energy, rates and drive, every solution of the linear
Boltzmann equation, odd or not, has the relaxation time multiplied by `d` as its odd part. -/
theorem oddPart_of_solution {w : ℝ → ℝ → ℝ} {E d g : K → ℝ}
    (hE : Function.Even E) (hR : ∀ k, outRate (rate w E) k ≠ 0)
    (hd : Function.Odd d) (hg : ∀ k, collision (rate w E) g k = d k) (k : K) :
    (g k - g (-k)) / 2 = relaxationTime (rate w E) k * d k := by
  have hin : inScattering (rate w E) g (-k) = inScattering (rate w E) g k := by
    simp only [inScattering, rate, hE k]
  have hout : outRate (rate w E) (-k) = outRate (rate w E) k := by
    simp only [outRate, rate, hE k]
  have h1 := hg k
  have h2 := hg (-k)
  rw [collision] at h1 h2
  rw [hin, hout, hd k] at h2
  -- the in-scattering terms at `k` and `-k` cancel in the difference
  have key : outRate (rate w E) k * (g k - g (-k)) / 2 = d k := by
    linear_combination (h1 - h2) / 2
  have hk := hR k
  rw [← key, relaxationTime]
  field_simp
```

It follows that

\[ g(k) - \tau(k)\,d(k) = \frac{g(k) + g(-k)}{2}, \]

which is even. Multiplied by an odd velocity component \(v(k)\), it becomes odd and sums to zero. Every solution therefore carries the same current,

\[ \sum_k v(k)\,g(k) = \sum_k v(k)\,\tau(k)\,d(k), \]

up to the prefactors of charge, spin and volume, which the code leaves out. The freedom to add an equilibrium weight does not affect the conductivity of this model.

```lean
/-- Under the same conditions on energy, rates and drive, every solution carries the current
given by the relaxation times, for any odd velocity `v`. -/
theorem current_of_solution {w : ℝ → ℝ → ℝ} {E d g v : K → ℝ}
    (hE : Function.Even E) (hR : ∀ k, outRate (rate w E) k ≠ 0)
    (hd : Function.Odd d) (hg : ∀ k, collision (rate w E) g k = d k)
    (hv : Function.Odd v) :
    ∑ k, v k * g k = ∑ k, v k * (relaxationTime (rate w E) k * d k) := by
  -- the remainder of `g` is even, so it carries no current
  have h : ∑ k, v k * (g k - relaxationTime (rate w E) k * d k) = 0 := by
    apply sum_odd_eq_zero
    intro k
    have a := oddPart_of_solution hE hR hd hg k
    have b := oddPart_of_solution hE hR hd hg (-k)
    rw [neg_neg] at b
    show v (-k) * (g (-k) - relaxationTime (rate w E) (-k) * d (-k))
      = -(v k * (g k - relaxationTime (rate w E) k * d k))
    rw [← a, ← b, hv k]
    ring
  simp only [mul_sub, Finset.sum_sub_distrib] at h
  linarith
```

## A five-state ring with inelastic scattering

A small example shows that the conditions on energy and rates can be met by a model that is inelastic. Take \(K = \mathbb{Z}/5\), with states \(0, \pm 1, \pm 2\), and energies \(0, 1, 4\) in units of the thermal energy. In Lean, `k ^ 2` is computed modulo 5 and read as a number from 0 to 4, which gives these values.

```lean
/-- Energies of a ring of five states: 0 at `k = 0`, 1 at `k = ±1` and 4 at `k = ±2`. -/
def ringEnergy (k : ZMod 5) : ℝ := ((k ^ 2).val : ℝ)
```

For the rates, take

\[ w(e,e') = e^{(e-e')/2}, \]

so that a transition to lower energy is faster than its reverse.

```lean
/-- Rate from energy `e` to energy `e'`, both in units of the thermal energy; a transition to lower
energy is faster than its reverse. -/
def thermalRate (e e' : ℝ) : ℝ := Real.exp ((e - e') / 2)
```

The energy is even because \((-k)^2 = k^2\), and it is not constant because \(E(1) = 1\) and \(E(2) = 4\). Each out-rate is a sum of positive exponentials. Detailed balance with the Boltzmann weight holds because

\[ e^{-E(k)}\,e^{(E(k)-E(q))/2} = e^{-(E(k)+E(q))/2} \]

is symmetric in \(k\) and \(q\). The four parts of the proof check these four statements in order.

Any odd \(d\) on the ring then has \(\tau d\) as its one odd solution. Without the demand of oddness, \(\tau d + c\,e^{-E}\) is a solution for every \(c\), so the ring is also a concrete case in which uniqueness fails once that demand is given up.

```lean
/-- The five-state ring with thermal rates has an even, non-constant energy, nonzero
out-scattering rates, and detailed balance with the Boltzmann weight. -/
theorem ring_witness :
    Function.Even ringEnergy ∧ ringEnergy 1 ≠ ringEnergy 2 ∧
      (∀ k, outRate (rate thermalRate ringEnergy) k ≠ 0) ∧
      ∀ k q, Real.exp (-ringEnergy k) * rate thermalRate ringEnergy k q
        = Real.exp (-ringEnergy q) * rate thermalRate ringEnergy q k := by
  refine ⟨fun k => ?_, ?_, fun k => ?_, fun k q => ?_⟩
  · simp only [ringEnergy, neg_sq]
  · have h1 : ((1 : ZMod 5) ^ 2).val = 1 := by decide
    have h2 : ((2 : ZMod 5) ^ 2).val = 4 := by decide
    rw [ringEnergy, ringEnergy, h1, h2]
    norm_num
  · unfold outRate rate thermalRate
    exact (Finset.sum_pos (fun q _ => Real.exp_pos _) Finset.univ_nonempty).ne'
  · simp only [rate, thermalRate]
    rw [← Real.exp_add, ← Real.exp_add]
    congr 1
    ring

end

end InelasticRelaxationTime
```

```lean
#print axioms InelasticRelaxationTime.solution_add_equilibrium
#print axioms InelasticRelaxationTime.odd_solution_iff
#print axioms InelasticRelaxationTime.current_of_solution
```

```
'InelasticRelaxationTime.solution_add_equilibrium' depends on axioms: [propext, Classical.choice, Quot.sound]
'InelasticRelaxationTime.odd_solution_iff' depends on axioms: [propext, Classical.choice, Quot.sound]
'InelasticRelaxationTime.current_of_solution' depends on axioms: [propext, Classical.choice, Quot.sound]
```
